# The Callen identity for finite Ising models with symmetric pair couplings

For finitely many Ising spins $s_i=\pm1$, with real fields $b_i$ and real couplings satisfying $J_{ij}=J_{ji}$ and $J_{ii}=0$,

$$\langle s_i f\rangle=\langle \tanh(h_i)\,f\rangle,\qquad h_i=b_i+\sum_j J_{ij}s_j,$$

for every real observable $f$ that does not depend on $s_i$. The average uses the Boltzmann weight $w=e^E$ with

$$E=\tfrac12\sum_{k,l}J_{kl}s_ks_l+\sum_k b_ks_k .$$

The factor $\tfrac12$ makes each pair count once. Inverse temperature is absorbed into $J$ and $b$, and positive $J_{ij}$ favours parallel spins.

## Heat-bath updates and correlation estimators

In a finite classical Ising simulation, a heat-bath update sets $s_i=+1$ with probability $(1+\tanh h_i)/2$, so the mean of the new spin is $\tanh h_i$; the identity is the equilibrium average of that relation. It also lets a code measure $\langle s_i\rangle$ as $\langle\tanh h_i\rangle$, and $\langle s_is_k\rangle$ as $\langle\tanh(h_i)s_k\rangle$ for $k\ne i$. A discrepancy beyond statistical error signals that the samples do not follow the Boltzmann distribution belonging to the computed $h_i$. Agreement shows less: a wrong value of $J_{ij}=J_{ji}$ used in both the sampler and $h_i$ goes unnoticed.

The condition $k\ne i$ matters. For $f=s_i$ the left side is $1$, while the right side is strictly smaller because $|\tanh h_i|<1$.

## Cancellation between flipped partners

Let $\sigma^i$ be the configuration $\sigma$ with spin $i$ reversed, and let $s_i,h_i$ be evaluated at $\sigma$. By symmetry and the zero diagonal, the terms of $E$ containing $s_i$ add up to $s_ih_i$, and $h_i$ does not contain $s_i$. Hence

$$E(\sigma^i)=E(\sigma)-2s_ih_i,\qquad w(\sigma^i)=e^{-2s_ih_i}w(\sigma).$$

From $1\pm\tanh x=2e^{\pm x}/(e^x+e^{-x})$ we get $1-\tanh x=e^{-2x}(1+\tanh x)$. Replacing $x$ by $-x$ and changing the overall sign covers $s=-1$, so for both spin values

$$s-\tanh x=e^{-2sx}(s+\tanh x).$$

Setting $s=s_i$, $x=h_i$ and multiplying by $w(\sigma)$ gives

$$w(\sigma)(s_i-\tanh h_i)=w(\sigma^i)(s_i+\tanh h_i).$$

Now define $g(\sigma)=w(\sigma)(s_i-\tanh h_i)f(\sigma)$. Since $f(\sigma^i)=f(\sigma)$,

$$g(\sigma^i)=w(\sigma^i)(-s_i-\tanh h_i)f(\sigma)=-g(\sigma).$$

Flipping permutes the configurations, so $\sum_\sigma g=-\sum_\sigma g=0$. Dividing by $Z=\sum_\sigma w(\sigma)>0$ gives the identity.

## Recovering the Boltzmann distribution

Conversely, let real numbers $p(\sigma)$ sum to $1$ and satisfy the identity for every $i$ and every allowed $f$. Taking $f$ to be the indicator of $\{\sigma,\sigma^i\}$ gives

$$p(\sigma)(s_i-\tanh h_i)=p(\sigma^i)(s_i+\tanh h_i).$$

The weights $w$ obey the same relation, and $s_i+\tanh h_i\ne0$, so $p/w$ is unchanged by a flip. Single flips connect all configurations; therefore $p/w$ is constant, and normalization gives $p=w/Z$. Positivity of $p$ is not assumed.

## Lean source

```lean
import Mathlib

open Finset

namespace CallenIdentity

noncomputable section

/-- A configuration assigns to each site one of the two units `1`, `-1`. -/
abbrev Config (ι : Type*) := ι → ℤˣ

variable {ι : Type*}

/-- The real value of the Ising spin at site `i`. -/
def spin (σ : Config ι) (i : ι) : ℝ := ((σ i : ℤ) : ℝ)

/-- An Ising spin takes only the values `1` and `-1`. -/
theorem spin_eq (σ : Config ι) (i : ι) : spin σ i = 1 ∨ spin σ i = -1 := by
  rcases Int.units_eq_one_or (σ i) with h | h <;> simp [spin, h]

variable [DecidableEq ι]

/-- Reverse the spin at site `i` and keep all others. -/
def flipAt (i : ι) (σ : Config ι) : Config ι := Function.update σ i (-σ i)

/-- The observable `f` does not depend on the spin at site `i`. -/
def IndependentOf (i : ι) (f : Config ι → ℝ) : Prop := ∀ σ, f (flipAt i σ) = f σ

private lemma flipAt_flipAt (i : ι) (σ : Config ι) : flipAt i (flipAt i σ) = σ := by
  simp [flipAt]

private lemma spin_flip_self (i : ι) (σ : Config ι) :
    spin (flipAt i σ) i = -spin σ i := by
  simp [spin, flipAt]

private lemma spin_flip_ne {i k : ι} (h : k ≠ i) (σ : Config ι) :
    spin (flipAt i σ) k = spin σ k := by
  simp [spin, flipAt, h]

variable [Fintype ι]

/-- The local field at site `i`: the external field plus the sum of all spins weighted by `J i j`;
the spin at `i` itself drops out when `J i i = 0`. -/
def localField (J : ι → ι → ℝ) (b : ι → ℝ) (σ : Config ι) (i : ι) : ℝ :=
  b i + ∑ j, J i j * spin σ j

/-- The Boltzmann exponent; for symmetric `J` the factor `1/2` makes each pair of distinct sites
count once. -/
def exponent (J : ι → ι → ℝ) (b : ι → ℝ) (σ : Config ι) : ℝ :=
  1 / 2 * (∑ k, ∑ l, J k l * spin σ k * spin σ l) + ∑ k, b k * spin σ k

/-- The Boltzmann weight of a configuration. -/
def weight (J : ι → ι → ℝ) (b : ι → ℝ) (σ : Config ι) : ℝ := Real.exp (exponent J b σ)

/-- The partition function. -/
def partitionFn (J : ι → ι → ℝ) (b : ι → ℝ) : ℝ := ∑ σ : Config ι, weight J b σ

/-- The thermal average of an observable. -/
def thermalAvg (J : ι → ι → ℝ) (b : ι → ℝ) (f : Config ι → ℝ) : ℝ :=
  (∑ σ, weight J b σ * f σ) / partitionFn J b

/-- The partition function is positive. -/
theorem partitionFn_pos (J : ι → ι → ℝ) (b : ι → ℝ) : 0 < partitionFn J b :=
  Finset.sum_pos (fun _ _ => Real.exp_pos _) Finset.univ_nonempty

private lemma sum_flip (a : ι → ℝ) (i : ι) (σ : Config ι) :
    ∑ k, a k * spin (flipAt i σ) k = ∑ k, a k * spin σ k - 2 * a i * spin σ i := by
  have h : ∀ k, a k * spin (flipAt i σ) k
      = a k * spin σ k - if k = i then 2 * a i * spin σ i else 0 := by
    intro k
    by_cases hk : k = i
    · rw [hk, spin_flip_self, if_pos rfl]; ring
    · rw [spin_flip_ne hk, if_neg hk, sub_zero]
  simp [h, Finset.sum_sub_distrib]

private lemma localField_flip {J : ι → ι → ℝ} (b : ι → ℝ) (hd : ∀ i, J i i = 0)
    (i : ι) (σ : Config ι) : localField J b (flipAt i σ) i = localField J b σ i := by
  simp only [localField, sum_flip, hd]
  ring

/-- Reversing spin `i` lowers the Boltzmann exponent by twice the spin times its local field. -/
theorem exponent_flip {J : ι → ι → ℝ} (b : ι → ℝ) (hJ : ∀ i j, J i j = J j i)
    (hd : ∀ i, J i i = 0) (i : ι) (σ : Config ι) :
    exponent J b (flipAt i σ) = exponent J b σ - 2 * spin σ i * localField J b σ i := by
  have h1 : ∀ τ : Config ι, ∑ k, ∑ l, J k l * spin τ k * spin τ l
      = ∑ k, (∑ l, J k l * spin τ l) * spin τ k := by
    intro τ
    refine Finset.sum_congr rfl fun k _ => ?_
    rw [Finset.sum_mul]
    exact Finset.sum_congr rfl fun l _ => by ring
  -- symmetry of the couplings turns the column sum into the coupling part of the local field
  have h2 : ∑ k, ((∑ l, J k l * spin σ l) - 2 * J k i * spin σ i) * spin σ k
      = ∑ k, (∑ l, J k l * spin σ l) * spin σ k
        - 2 * spin σ i * ∑ l, J i l * spin σ l := by
    rw [Finset.mul_sum, ← Finset.sum_sub_distrib]
    refine Finset.sum_congr rfl fun k _ => ?_
    rw [hJ k i]; ring
  unfold exponent localField
  rw [h1 (flipAt i σ), h1 σ]
  simp only [sum_flip]
  linear_combination (1 / 2) * h2 + 2 * spin σ i ^ 2 * hd i

private lemma one_sub_tanh (x : ℝ) :
    1 - Real.tanh x = Real.exp (-(2 * x)) * (1 + Real.tanh x) := by
  have ht : Real.tanh x * Real.cosh x = Real.sinh x := by
    rw [Real.tanh_eq_sinh_div_cosh, div_mul_cancel₀ _ (Real.cosh_pos x).ne']
  have h3 : Real.exp (-(2 * x)) * Real.exp x = Real.exp (-x) := by
    rw [← Real.exp_add]; congr 1; ring
  apply mul_right_cancel₀ (Real.cosh_pos x).ne'
  linear_combination -ht + Real.cosh_sub_sinh x - Real.exp (-(2 * x)) * ht
    - Real.exp (-(2 * x)) * Real.cosh_add_sinh x - h3

private lemma spin_sub_tanh {s : ℝ} (hs : s = 1 ∨ s = -1) (x : ℝ) :
    s - Real.tanh x = Real.exp (-(2 * s * x)) * (s + Real.tanh x) := by
  rcases hs with rfl | rfl
  · rw [mul_one]; exact one_sub_tanh x
  · have h := one_sub_tanh (-x)
    have e : -(2 * (-1) * x) = -(2 * -x) := by ring
    rw [Real.tanh_neg] at h
    rw [e]
    linear_combination -h

/-- Two-state balance: the weights of a configuration and of its partner with spin `i` reversed
are related through the hyperbolic tangent of the local field. -/
theorem weight_balance {J : ι → ι → ℝ} (b : ι → ℝ) (hJ : ∀ i j, J i j = J j i)
    (hd : ∀ i, J i i = 0) (i : ι) (σ : Config ι) :
    weight J b σ * (spin σ i - Real.tanh (localField J b σ i))
      = weight J b (flipAt i σ) * (spin σ i + Real.tanh (localField J b σ i)) := by
  unfold weight
  rw [exponent_flip b hJ hd, sub_eq_add_neg (exponent J b σ), Real.exp_add,
    spin_sub_tanh (spin_eq σ i)]
  ring

/-- **Callen identity**: in a thermal average with an observable independent of spin `i`,
that spin may be replaced by the hyperbolic tangent of its local field. -/
theorem callen_identity {J : ι → ι → ℝ} (b : ι → ℝ) (hJ : ∀ i j, J i j = J j i)
    (hd : ∀ i, J i i = 0) (i : ι) (f : Config ι → ℝ) (hf : IndependentOf i f) :
    thermalAvg J b (fun σ => spin σ i * f σ)
      = thermalAvg J b (fun σ => Real.tanh (b i + ∑ j, J i j * spin σ j) * f σ) := by
  let g : Config ι → ℝ := fun σ =>
    weight J b σ * ((spin σ i - Real.tanh (localField J b σ i)) * f σ)
  -- the Boltzmann weight times the difference of the two observables is odd under reversal of spin `i`
  have hodd : ∀ σ, g (flipAt i σ) = -g σ := by
    intro σ
    simp only [g, spin_flip_self, localField_flip b hd, hf σ]
    linear_combination f σ * weight_balance b hJ hd i σ
  have hsum : ∑ σ, g (flipAt i σ) = ∑ σ, g σ :=
    Equiv.sum_comp (Function.Involutive.toPerm (flipAt i) (flipAt_flipAt i)) g
  have h0 : ∑ σ, g σ = 0 := by
    rw [Finset.sum_congr rfl fun σ _ => hodd σ, Finset.sum_neg_distrib] at hsum
    linarith
  unfold thermalAvg
  congr 1
  rw [← sub_eq_zero, ← Finset.sum_sub_distrib]
  refine Eq.trans (Finset.sum_congr rfl fun σ _ => ?_) h0
  simp only [g, localField]
  ring

/-- The correlation of two distinct spins is the average of one spin times the hyperbolic
tangent of the local field at the other. -/
theorem pair_correlation {J : ι → ι → ℝ} (b : ι → ℝ) (hJ : ∀ i j, J i j = J j i)
    (hd : ∀ i, J i i = 0) {i k : ι} (hk : k ≠ i) :
    thermalAvg J b (fun σ => spin σ i * spin σ k)
      = thermalAvg J b (fun σ => Real.tanh (b i + ∑ j, J i j * spin σ j) * spin σ k) :=
  callen_identity b hJ hd i (fun σ => spin σ k) fun σ => spin_flip_ne hk σ

/-- For the observable `s_i` itself the two sides of the Callen identity differ strictly. -/
theorem callen_strict_for_same_spin (J : ι → ι → ℝ) (b : ι → ℝ) (i : ι) :
    thermalAvg J b (fun σ => Real.tanh (b i + ∑ j, J i j * spin σ j) * spin σ i)
      < thermalAvg J b (fun σ => spin σ i * spin σ i) := by
  unfold thermalAvg
  refine div_lt_div_of_pos_right ?_ (partitionFn_pos J b)
  refine Finset.sum_lt_sum_of_nonempty Finset.univ_nonempty fun σ _ => ?_
  refine mul_lt_mul_of_pos_left ?_ (Real.exp_pos _)
  have h := spin_sub_tanh (spin_eq σ i) (b i + ∑ j, J i j * spin σ j)
  have hE := Real.exp_pos (-(2 * spin σ i * (b i + ∑ j, J i j * spin σ j)))
  beta_reduce
  rcases spin_eq σ i with hs | hs
  · rw [hs] at h hE ⊢
    by_contra hc
    nlinarith [mul_nonneg hE.le (sub_nonneg.mpr (not_lt.mp hc))]
  · rw [hs] at h hE ⊢
    by_contra hc
    nlinarith [mul_nonneg hE.le (sub_nonneg.mpr (not_lt.mp hc))]

/-- Converse: a normalized real weight on configurations that satisfies the Callen identity at
every site is the Boltzmann distribution. -/
theorem boltzmann_of_callen {J : ι → ι → ℝ} (b : ι → ℝ) (hJ : ∀ i j, J i j = J j i)
    (hd : ∀ i, J i i = 0) (p : Config ι → ℝ) (hp : ∑ σ, p σ = 1)
    (hc : ∀ i f, IndependentOf i f → ∑ σ, p σ * (spin σ i * f σ)
      = ∑ σ, p σ * (Real.tanh (localField J b σ i) * f σ)) (σ : Config ι) :
    p σ = weight J b σ / partitionFn J b := by
  have hw : ∀ τ, weight J b τ ≠ 0 := fun τ => (Real.exp_pos _).ne'
  -- test the identity on the indicator of a configuration and its flipped partner
  have hflip : ∀ i τ, p (flipAt i τ) / weight J b (flipAt i τ) = p τ / weight J b τ := by
    intro i τ
    have e : ∀ α β : Config ι, flipAt i α = β ↔ α = flipAt i β := fun α β =>
      ⟨fun h => by rw [← h, flipAt_flipAt], fun h => by rw [h, flipAt_flipAt]⟩
    have h := hc i (fun α => (if α = τ then 1 else 0) + (if α = flipAt i τ then 1 else 0))
      (fun α => by simp [e, flipAt_flipAt, add_comm])
    simp only [mul_add, Finset.sum_add_distrib, mul_ite, mul_one, mul_zero,
      Finset.sum_ite_eq', Finset.mem_univ, if_true, spin_flip_self,
      localField_flip b hd] at h
    have hb := weight_balance b hJ hd i τ
    have hne : spin τ i + Real.tanh (localField J b τ i) ≠ 0 := by
      intro h0
      have h1 := spin_sub_tanh (spin_eq τ i) (localField J b τ i)
      rw [h0, mul_zero] at h1
      rcases spin_eq τ i with hs | hs <;> linarith
    rw [div_eq_div_iff (hw _) (hw _)]
    apply mul_right_cancel₀ hne
    linear_combination p τ * hb - weight J b τ * h
  -- single flips connect any two configurations
  have hconst : ∀ τ, p τ / weight J b τ = p σ / weight J b σ := by
    intro τ
    have hS : ∀ S : Finset ι, p (S.piecewise τ σ) / weight J b (S.piecewise τ σ)
        = p σ / weight J b σ := by
      intro S
      induction S using Finset.induction_on with
      | empty => rw [Finset.piecewise_empty]
      | insert a S ha ih =>
        rw [Finset.piecewise_insert]
        have hu : τ a = S.piecewise τ σ a ∨ τ a = -S.piecewise τ σ a := by
          rcases Int.units_eq_one_or (τ a) with h | h <;>
            rcases Int.units_eq_one_or (S.piecewise τ σ a) with h' | h' <;>
            rw [h, h'] <;> decide
        rcases hu with h | h
        · rw [h, Function.update_eq_self]; exact ih
        · rw [h]; exact (hflip a _).trans ih
    have h := hS Finset.univ
    rwa [Finset.piecewise_univ] at h
  -- normalization fixes the remaining constant
  have hmul : ∀ τ, p τ * weight J b σ = p σ * weight J b τ := fun τ =>
    (div_eq_div_iff (hw τ) (hw σ)).mp (hconst τ)
  rw [eq_div_iff (partitionFn_pos J b).ne', partitionFn, Finset.mul_sum,
    ← Finset.sum_congr rfl fun τ _ => hmul τ, ← Finset.sum_mul, hp, one_mul]

end

end CallenIdentity
```

```lean
#print axioms CallenIdentity.callen_identity
#print axioms CallenIdentity.pair_correlation
#print axioms CallenIdentity.callen_strict_for_same_spin
#print axioms CallenIdentity.boltzmann_of_callen
```

```
'CallenIdentity.callen_identity' depends on axioms: [propext, Classical.choice, Quot.sound]
'CallenIdentity.pair_correlation' depends on axioms: [propext, Classical.choice, Quot.sound]
'CallenIdentity.callen_strict_for_same_spin' depends on axioms: [propext, Classical.choice, Quot.sound]
'CallenIdentity.boltzmann_of_callen' depends on axioms: [propext, Classical.choice, Quot.sound]
```

## Exact averages, not sampler behaviour

`Config ι` assigns a unit of ℤ to each site of a finite type `ι`, and `spin` converts it to a real $\pm1$. `IndependentOf i f` says that `flipAt i` leaves `f` unchanged. `thermalAvg` is the full sum over configurations divided by `partitionFn`. The hypothesis `hJ` makes each interaction mutual; `hd` excludes self-coupling, which would only shift the energy by a constant but would enter the local field.

`callen_identity` states the result for any such `J`, `b`, `i` and `f`, and `pair_correlation` specialises it to two distinct sites. The proof follows the derivation: `exponent_flip` gives the change of the exponent $E$, `spin_sub_tanh` the hyperbolic relation, and `weight_balance` combines them. Inside `callen_identity`, `hodd` is the sign change of $g$ and `Equiv.sum_comp` reindexes the sum by the flip.

`callen_strict_for_same_spin` compares the sums term by term and needs neither condition on `J`. In `boltzmann_of_callen`, `hflip` is the indicator test, and `hconst` changes one configuration into another site by site, by induction on finite sets of sites.

These are statements about exact real sums on a finite system. They do not address infinite lattices, rounding, random-number quality, convergence or the variance of either estimator. The converse assumes the identity for every allowed observable at every site; agreement for a few measured quantities does not in general certify a sampler.
